# Distinct levels and their projectors are determined by the operator they resolve

Let K be a field and A an algebra over K with unit 1, not necessarily commutative. For a quantum system with an n-dimensional state space, K is ℂ and A is the algebra of n × n complex matrices. Families of elements of A are indexed by finite sets: P_i with i in ι, and Q_j with j in κ. The two index sets may differ.

```lean
import Mathlib

open Matrix

namespace SpectralResolutionUniqueness

noncomputable section
```

A family P is called a resolution if its members satisfy

P_i ≠ 0,  P_i P_i = P_i,  P_i P_k = 0 for i ≠ k,  ∑_i P_i = 1.

These are the algebraic properties of the projectors for the outcomes of an ideal measurement. Self-adjointness is not required, so oblique projectors are included. The condition P_i ≠ 0 excludes outcomes that never occur, to which any level could be attached without changing the operator.

```lean
/-- A finite complete family of nonzero, pairwise orthogonal idempotents. -/
structure IsResolution {ι A : Type*} [Fintype ι] [Ring A] (P : ι → A) : Prop where
  ne_zero : ∀ i, P i ≠ 0
  idem : ∀ i, P i * P i = P i
  orth : ∀ i j, i ≠ j → P i * P j = 0
  complete : ∑ i, P i = 1
```

Given scalars a_i, the levels, the operator is

H = ∑_i a_i P_i.

The Lean name `hamiltonian` suggests energies, but any operator of this form is meant. Distinctness of the levels is not part of the definition; where it is needed, it enters as `Function.Injective a`. It does not exclude degenerate eigenvalues: a P_i may have any nonzero rank, and the condition only says that each eigenvalue is listed once, with its whole eigenspace.

```lean
/-- The operator `∑ a i • P i` with levels `a i` and projectors `P i`. -/
def hamiltonian {ι K A : Type*} [Fintype ι] [Field K] [Ring A] [Algebra K A]
    (a : ι → K) (P : ι → A) : A :=
  ∑ i, a i • P i
```

## The operator acts on its projectors as a number

Multiply H by P_i from the right. Orthogonality removes every term except k = i, and idempotency simplifies that one:

H P_i = ∑_k a_k P_k P_i = a_i P_i.

In Lean, `Finset.sum_eq_single` isolates the surviving term, and `orth` and `idem` evaluate the products.

```lean
variable {ι κ K A : Type*} [Fintype ι] [Fintype κ] [Field K] [Ring A] [Algebra K A]
  {a : ι → K} {b : κ → K} {P : ι → A} {Q : κ → A}

/-- Acting from the left on one of its projectors, the operator multiplies it by its level. -/
theorem hamiltonian_mul (hP : IsResolution P) (a : ι → K) (i : ι) :
    hamiltonian a P * P i = a i • P i := by
  rw [hamiltonian, Finset.sum_mul, Finset.sum_eq_single i]
  · rw [smul_mul_assoc, hP.idem]
  · intro k _ hk
    rw [smul_mul_assoc, hP.orth k i hk, smul_zero]
  · intro h
    exact absurd (Finset.mem_univ i) h
```

Multiplication from the left gives P_i H = a_i P_i in the same way. Since A need not be commutative, this is a separate statement.

```lean
/-- Acting from the right on one of its projectors, the operator multiplies it by its level. -/
theorem mul_hamiltonian (hP : IsResolution P) (a : ι → K) (i : ι) :
    P i * hamiltonian a P = a i • P i := by
  rw [hamiltonian, Finset.mul_sum, Finset.sum_eq_single i]
  · rw [mul_smul_comm, hP.idem]
  · intro k _ hk
    rw [mul_smul_comm, hP.orth i k hk.symm, smul_zero]
  · intro h
    exact absurd (Finset.mem_univ i) h
```

## Projectors of different levels have zero product

Now suppose that the same operator has two resolutions,

H = ∑_i a_i P_i = ∑_j b_j Q_j.

This equality is the hypothesis `hH`. Bracket the product P_i H Q_j in two ways:

(P_i H) Q_j = a_i P_i Q_j,
P_i (H Q_j) = b_j P_i Q_j.

Subtraction gives (a_i − b_j) P_i Q_j = 0. If a_i ≠ b_j, the scalar factor is invertible, and P_i Q_j = 0. The `calc` block follows the two bracketings, with `mul_assoc` moving the bracket.

```lean
/-- For two resolutions of the same operator, projectors belonging to different levels
have zero product. -/
theorem mul_eq_zero_of_level_ne (hP : IsResolution P) (hQ : IsResolution Q)
    (hH : hamiltonian a P = hamiltonian b Q) {i : ι} {j : κ} (hne : a i ≠ b j) :
    P i * Q j = 0 := by
  -- evaluate `P i * H * Q j` in two ways
  have h : a i • (P i * Q j) = b j • (P i * Q j) := by
    calc a i • (P i * Q j) = (P i * hamiltonian a P) * Q j := by
          rw [mul_hamiltonian hP, smul_mul_assoc]
      _ = P i * (hamiltonian b Q * Q j) := by rw [hH, mul_assoc]
      _ = b j • (P i * Q j) := by rw [hamiltonian_mul hQ, mul_smul_comm]
  have h2 : (a i - b j) • (P i * Q j) = 0 := by rw [sub_smul, h, sub_self]
  exact (smul_eq_zero.mp h2).resolve_left (sub_ne_zero.mpr hne)
```

## Both resolutions have the same levels

Suppose that a_i were different from every b_j. Then every product P_i Q_j would vanish, and completeness of Q would give

P_i = P_i ∑_j Q_j = ∑_j P_i Q_j = 0,

which contradicts P_i ≠ 0. Hence some b_j equals a_i. Neither list of levels has to be distinct for this step.

```lean
/-- Every level of one resolution of an operator occurs in any other resolution of it. -/
theorem exists_level_eq (hP : IsResolution P) (hQ : IsResolution Q)
    (hH : hamiltonian a P = hamiltonian b Q) (i : ι) : ∃ j, b j = a i := by
  by_contra hcon
  have h : ∀ j, a i ≠ b j := fun j hj => hcon ⟨j, hj.symm⟩
  -- otherwise `P i` would be annihilated by the whole resolution of the identity
  apply hP.ne_zero i
  calc P i = P i * ∑ j, Q j := by rw [hQ.complete, mul_one]
    _ = 0 := by
      rw [Finset.mul_sum]
      exact Finset.sum_eq_zero fun j _ => mul_eq_zero_of_level_ne hP hQ hH (h j)
```

## Equal levels carry equal projectors

Let both lists be distinct, and let b_j = a_i. Then a_i differs from b_k for every k ≠ j, so only one term survives when the completeness of Q is inserted:

P_i = ∑_k P_i Q_k = P_i Q_j.

Likewise b_j differs from a_k for every k ≠ i, and the completeness of P gives

Q_j = ∑_k P_k Q_j = P_i Q_j.

Therefore Q_j = P_i. The two equations are `h1` and `h2`; the first uses distinctness of the b's, the second that of the a's.

```lean
/-- In two resolutions of the same operator with distinct levels, projectors
belonging to the same level are equal. -/
theorem projector_eq (hP : IsResolution P) (hQ : IsResolution Q)
    (ha : Function.Injective a) (hb : Function.Injective b)
    (hH : hamiltonian a P = hamiltonian b Q) {i : ι} {j : κ} (hij : b j = a i) :
    Q j = P i := by
  -- both projectors equal the product `P i * Q j`
  have h1 : P i = P i * Q j := by
    calc P i = P i * ∑ k, Q k := by rw [hQ.complete, mul_one]
      _ = P i * Q j := by
        rw [Finset.mul_sum]
        exact Finset.sum_eq_single j
          (fun k _ hk => mul_eq_zero_of_level_ne hP hQ hH
            (fun h => hk (hb (h.symm.trans hij.symm))))
          (fun h => absurd (Finset.mem_univ j) h)
  have h2 : Q j = P i * Q j := by
    calc Q j = (∑ k, P k) * Q j := by rw [hP.complete, one_mul]
      _ = P i * Q j := by
        rw [Finset.sum_mul]
        exact Finset.sum_eq_single i
          (fun k _ hk => mul_eq_zero_of_level_ne hP hQ hH
            (fun h => hk (ha (h.trans hij))))
          (fun h => absurd (Finset.mem_univ i) h)
  exact h2.trans h1.symm
```

## Exactly one matching of the indices

Each i has a partner f(i) in κ with b_{f(i)} = a_i, and each j has a partner g(j) in ι with a_{g(j)} = b_j. Then

a_{g(f(i))} = b_{f(i)} = a_i,

so g(f(i)) = i by distinctness, and f(g(j)) = j in the same way. Thus f is a bijection, and the previous step gives Q_{f(i)} = P_i. Any other bijection e with b_{e(i)} = a_i agrees with f, because the b's are distinct.

In the theorem, `ι ≃ κ` is the type of bijections and `∃!` means that exactly one exists. The two uses of `choose` produce f and g. For an observable with finitely many distinct values, this means that the operator fixes the measurement projectors up to their labels. That an operator has such a resolution is assumed; a nonzero nilpotent matrix has none.

```lean
/-- Two spectral resolutions of the same operator, each with distinct levels, are matched
by exactly one bijection of indices that preserves levels and projectors. -/
theorem spectral_resolution_unique (hP : IsResolution P) (hQ : IsResolution Q)
    (ha : Function.Injective a) (hb : Function.Injective b)
    (hH : hamiltonian a P = hamiltonian b Q) :
    ∃! e : ι ≃ κ, ∀ i, b (e i) = a i ∧ Q (e i) = P i := by
  -- choose the partner of each level, in both directions
  choose f hf using exists_level_eq hP hQ hH
  choose g hg using exists_level_eq hQ hP hH.symm
  refine ⟨⟨f, g, fun i => ha ((hg _).trans (hf i)), fun j => hb ((hf _).trans (hg j))⟩,
    fun i => ⟨hf i, projector_eq hP hQ ha hb hH (hf i)⟩, ?_⟩
  intro e he
  exact Equiv.ext fun i => hb ((he i).1.trans (hf i).symm)
```

## Functions of the operator

From here on, f denotes any function from K to K, no longer the matching of indices. One would like to set

f(H) = ∑_i f(a_i) P_i.

The matching carries this sum term by term into ∑_j f(b_j) Q_j, so the result does not depend on the resolution. `Fintype.sum_equiv` does the reindexing. The values f(a_i) may coincide. The theorem assumes that the original levels are distinct because its proof uses the matching, but the equality holds without this assumption: P_i Q_j = 0 whenever a_i ≠ b_j, so f(a_i) P_i Q_j = f(b_j) P_i Q_j for all i and j, and summing over both indices gives the result.

```lean
/-- A function of an operator, defined by applying `f` to its distinct levels, does not
depend on the spectral resolution used. -/
theorem function_of_operator_well_defined (hP : IsResolution P) (hQ : IsResolution Q)
    (ha : Function.Injective a) (hb : Function.Injective b)
    (hH : hamiltonian a P = hamiltonian b Q) (f : K → K) :
    hamiltonian (fun i => f (a i)) P = hamiltonian (fun j => f (b j)) Q := by
  obtain ⟨e, he, _⟩ := spectral_resolution_unique hP hQ ha hb hH
  unfold hamiltonian
  refine Fintype.sum_equiv e _ _ fun i => ?_
  show f (a i) • P i = f (b (e i)) • Q (e i)
  rw [(he i).1, (he i).2]
```

## Spin one half

The projectors on spin up and down along z, with indices 0 and 1 as in Lean, are

Z_0 = [[1, 0], [0, 0]],  Z_1 = [[0, 0], [0, 1]].

```lean
/-- The projectors on spin up and spin down along `z`. -/
def spinZ : Fin 2 → Matrix (Fin 2) (Fin 2) ℂ :=
  ![!![1, 0; 0, 0], !![0, 0; 0, 1]]
```

Those along x are

X_0 = ½ [[1, 1], [1, 1]],  X_1 = ½ [[1, −1], [−1, 1]].

```lean
/-- The projectors on spin up and spin down along `x`. -/
def spinX : Fin 2 → Matrix (Fin 2) (Fin 2) ℂ :=
  ![!![1/2, 1/2; 1/2, 1/2], !![1/2, -1/2; -1/2, 1/2]]
```

Both families are resolutions, which is checked entry by entry.

```lean
/-- The spin projectors along `z`, and those along `x`, are complete families of nonzero
orthogonal idempotents. -/
theorem spin_resolutions : IsResolution spinZ ∧ IsResolution spinX := by
  refine ⟨⟨Fin.forall_fin_two.mpr ⟨fun h => ?_, fun h => ?_⟩, ?_, ?_, ?_⟩,
    ⟨Fin.forall_fin_two.mpr ⟨fun h => ?_, fun h => ?_⟩, ?_, ?_, ?_⟩⟩
  · have h0 := congrFun (congrFun h 0) 0
    simp [spinZ] at h0
  · have h0 := congrFun (congrFun h 1) 1
    simp [spinZ] at h0
  · intro k
    fin_cases k <;> ext i j <;> fin_cases i <;> fin_cases j <;>
      norm_num [spinZ, Matrix.mul_apply, Fin.sum_univ_succ]
  · intro k l h
    fin_cases k <;> fin_cases l <;> first
      | exact absurd rfl h
      | (ext i j; fin_cases i <;> fin_cases j <;>
          norm_num [spinZ, Matrix.mul_apply, Fin.sum_univ_succ])
  · rw [Fin.sum_univ_two]
    ext i j
    fin_cases i <;> fin_cases j <;> norm_num [spinZ]
  · have h0 := congrFun (congrFun h 0) 0
    simp [spinX] at h0
  · have h0 := congrFun (congrFun h 0) 0
    simp [spinX] at h0
  · intro k
    fin_cases k <;> ext i j <;> fin_cases i <;> fin_cases j <;>
      norm_num [spinX, Matrix.mul_apply, Fin.sum_univ_succ]
  · intro k l h
    fin_cases k <;> fin_cases l <;> first
      | exact absurd rfl h
      | (ext i j; fin_cases i <;> fin_cases j <;>
          norm_num [spinX, Matrix.mul_apply, Fin.sum_univ_succ])
  · rw [Fin.sum_univ_two]
    ext i j
    fin_cases i <;> fin_cases j <;> norm_num [spinX]
```

As a numerical instance, take levels 3 and 1 along x:

H = 3 X_0 + 1 X_1 = [[2, 1], [1, 2]].

With f(x) = x², the formula for f(H) gives

9 X_0 + 1 X_1 = [[5, 4], [4, 5]],

which is also the matrix product H H.

With levels 1 and −1 the operator is the Pauli matrix σ_x = [[0, 1], [1, 0]]. Listing the same data in the opposite order gives a second resolution, and the matching exchanges the indices 0 and 1.

```lean
/-- The Pauli matrix `σ_x` is resolved by the spin projectors along `x` with the distinct
levels `1, -1`, and also by the same data listed in the opposite order. -/
theorem spectral_resolution_witness :
    IsResolution spinX ∧ IsResolution ![spinX 1, spinX 0] ∧
    Function.Injective (![1, -1] : Fin 2 → ℂ) ∧
    Function.Injective (![-1, 1] : Fin 2 → ℂ) ∧
    hamiltonian (![1, -1] : Fin 2 → ℂ) spinX = !![0, 1; 1, 0] ∧
    hamiltonian (![-1, 1] : Fin 2 → ℂ) ![spinX 1, spinX 0] = !![0, 1; 1, 0] := by
  have h := spin_resolutions.2
  refine ⟨h, ⟨Fin.forall_fin_two.mpr ⟨h.ne_zero 1, h.ne_zero 0⟩,
    Fin.forall_fin_two.mpr ⟨h.idem 1, h.idem 0⟩, ?_, ?_⟩, ?_, ?_, ?_, ?_⟩
  · intro k l hkl
    fin_cases k <;> fin_cases l
    · exact absurd rfl hkl
    · exact h.orth 1 0 (by decide)
    · exact h.orth 0 1 (by decide)
    · exact absurd rfl hkl
  · rw [Fin.sum_univ_two]
    exact (add_comm _ _).trans ((Fin.sum_univ_two spinX).symm.trans h.complete)
  · intro k l hkl
    fin_cases k <;> fin_cases l <;> first
      | rfl
      | (exfalso; revert hkl; norm_num)
  · intro k l hkl
    fin_cases k <;> fin_cases l <;> first
      | rfl
      | (exfalso; revert hkl; norm_num)
  · rw [hamiltonian, Fin.sum_univ_two]
    ext i j
    fin_cases i <;> fin_cases j <;> norm_num [spinX]
  · rw [hamiltonian, Fin.sum_univ_two]
    ext i j
    fin_cases i <;> fin_cases j <;> norm_num [spinX]
```

If both levels equal 1, completeness alone gives

Z_0 + Z_1 = 1 = X_0 + X_1.

The operator is the same, but no Z_i equals any X_j: the upper right entry is 0 for the former and ±½ for the latter. Similarly, in a finite one-particle model, a Hamiltonian does not single out individual orbitals within a degenerate level.

```lean
/-- With both levels equal to `1`, the spin projectors along `z` and along `x` give the same
operator, yet no projector of one family equals a projector of the other. -/
theorem degenerate_levels_not_unique :
    hamiltonian (fun _ : Fin 2 => (1 : ℂ)) spinZ =
      hamiltonian (fun _ : Fin 2 => (1 : ℂ)) spinX ∧
    ∀ i j, spinZ i ≠ spinX j := by
  constructor
  · simp only [hamiltonian, one_smul, spin_resolutions.1.complete,
      spin_resolutions.2.complete]
  · intro i j h
    -- the off-diagonal entries differ
    have h0 := congrFun (congrFun h 0) 1
    clear h
    revert h0
    fin_cases i <;> fin_cases j <;> norm_num [spinZ, spinX]

end

end SpectralResolutionUniqueness
```

```lean
#print axioms SpectralResolutionUniqueness.spectral_resolution_unique
#print axioms SpectralResolutionUniqueness.function_of_operator_well_defined
#print axioms SpectralResolutionUniqueness.degenerate_levels_not_unique
```

```
'SpectralResolutionUniqueness.spectral_resolution_unique' depends on axioms: [propext, Classical.choice, Quot.sound]
'SpectralResolutionUniqueness.function_of_operator_well_defined' depends on axioms: [propext, Classical.choice, Quot.sound]
'SpectralResolutionUniqueness.degenerate_levels_not_unique' depends on axioms: [propext, Classical.choice, Quot.sound]
```

## Levels as labels

The projectors could also have been indexed by the levels themselves, as a function on a finite subset of K. Distinctness would then be automatic, and uniqueness would say that the two subsets and the two functions are equal, with no bijection. The example with two equal levels could not be written in that form, since a repeated level would have only one label.
